# The free-particle Foldy–Wouthuysen kinetic series converges for |p| < mc and diverges for |p| > mc

An inner-shell electron close to a heavy nucleus has momentum components comparable with $mc$, and some above it. To describe its kinetic energy I set $m=1$ and expanded $\sqrt{p^2c^2+c^4}-c^2$ in powers of $p/c$:

$$\frac{p^2}{2}-\frac{p^4}{8c^2}+\frac{p^6}{16c^4}-\dots$$

If I stop after the $p^4$ term, fast electrons get arbitrarily negative kinetic energy. The $p^6$ term seems to cure that, but the next one spoils it again. If I keep going, do I at least approach the right energy at each fixed momentum?

## Below $|p|=c$ the series converges, above it the series diverges

Write $b_k=\binom{1/2}{k}$, $x=(p/c)^2$ and $S_N(x)=\sum_{k=0}^N b_kx^k$. Since $b_0=1$, the energy truncated at order $N$ is

$$T_N(p)=\sum_{k=1}^N c^2b_k\left(\frac pc\right)^{2k}=c^2\,(S_N(x)-1).$$

**Coefficients.** From $b_{k+1}=b_k\,\frac{1/2-k}{k+1}$ and $b_1=\tfrac12$, the signs alternate from $b_1$ on. The magnitudes fall slowly:

$$(-1)^k b_{k+1}\ \ge\ \frac{1}{2(k+1)^2}.$$

This is an equality at $k=0$. Going from $k$ to $k+1$ multiplies the left side by $\frac{k+1/2}{k+2}$, so the induction step needs $(k+\tfrac12)(k+2)\ge(k+1)^2$. The difference of the two sides is $k/2\ge0$.

**Large momentum.** Dividing $S_N(x)$ by $x^N$ makes every term but the last vanish as $x\to\infty$, so $S_N(x)/x^N\to b_N$. For $N\ge1$ the sign of $b_N$ therefore decides: $T_N\to+\infty$ for odd $N$ and $T_N\to-\infty$ for nonzero even $N$.

**Fixed $|p|>c$.** Now $x>1$, and one more order changes the energy by

$$|T_{N+1}-T_N|=c^2|b_{N+1}|x^{N+1}\ge\frac{c^2x^{N+1}}{2(N+1)^2}.$$

If $T_N$ converged, these increments would tend to zero. So would their product with $(N+1)^2/x^{N+1}$, which itself tends to zero. But that product is at least $c^2/2$, a contradiction.

**Fixed $|p|<c$.** Now $0\le x<1$. The recursion gives $2(k+1)b_{k+1}+2kb_k=b_k$, and comparing coefficients yields

$$2(1+t)S_N'(t)=S_N(t)+(2N-1)b_Nt^N.$$

Without the last term this is the differential equation of $\sqrt{1+t}$. For the ratio $R_N(t)=S_N(t)/\sqrt{1+t}$ it follows that

$$R_N'(t)=\frac{(2N-1)b_Nt^N}{2(1+t)^{3/2}}.$$

Each factor in the recursion has magnitude at most 1, so $|b_N|\le1$ and $|R_N'|\le(2N+1)x^N$ on $[0,x]$. With $R_N(0)=1$, the mean value inequality gives $|R_N(x)-1|\le(2N+1)x^N\to0$. Hence $T_N(p)\to c^2(\sqrt{1+x}-1)=\sqrt{p^2c^2+c^4}-c^2$.

In the Lean file, `halfBinom k` is $b_k$, `rootSeries N x` is $S_N(x)$, `truncatedKinetic c N p` is $T_N(p)$ and `exactKinetic c p` is the square-root energy less the rest energy. Momentum is a real number `p`, which may be read as the magnitude of the momentum vector, or as the momentum of a particle moving along a line. There are four statements about the energy:

- `truncatedKinetic_odd` and `truncatedKinetic_even` take $c>0$ and a fixed order, and let $p\to+\infty$. The even case assumes `N ≠ 0`, because $T_0$ is identically zero.
- `truncatedKinetic_diverges` takes $0<c<|p|$ and says that no real number is the limit of $T_N(p)$ as $N$ grows.
- `truncatedKinetic_converges` takes $|p|<c$, which already forces $c>0$, and gives the exact energy as the limit.

The borderline $|p|=c$ is left undecided. The Foldy–Wouthuysen transformation itself is not derived: the file starts from the kinetic series that it yields for a free particle of positive energy. An external potential, with its spin–orbit and Darwin terms, does not enter.

```lean
import Mathlib

open Filter Topology

namespace FoldyWouthuysenTruncation

noncomputable section

/-- The generalised binomial coefficient `binom(1/2, k)`. -/
def halfBinom (k : ℕ) : ℝ := ∏ i ∈ Finset.range k, (1 / 2 - (i : ℝ)) / ((i : ℝ) + 1)

/-- The binomial series of `√(1 + x)`, truncated after the power `x ^ N`. -/
def rootSeries (N : ℕ) (x : ℝ) : ℝ := ∑ k ∈ Finset.range (N + 1), halfBinom k * x ^ k

/-- The Foldy-Wouthuysen kinetic energy of a particle of unit mass, truncated at order `N`,
for momentum `p` and speed of light `c ≠ 0`. -/
def truncatedKinetic (c : ℝ) (N : ℕ) (p : ℝ) : ℝ :=
  ∑ k ∈ Finset.Icc 1 N, c ^ 2 * halfBinom k * (p / c) ^ (2 * k)

/-- The exact relativistic kinetic energy of a particle of unit mass. -/
def exactKinetic (c p : ℝ) : ℝ := √(p ^ 2 * c ^ 2 + c ^ 4) - c ^ 2

lemma halfBinom_succ (k : ℕ) :
    halfBinom (k + 1) = halfBinom k * ((1 / 2 - (k : ℝ)) / ((k : ℝ) + 1)) :=
  Finset.prod_range_succ _ _

lemma rootSeries_succ (N : ℕ) (x : ℝ) :
    rootSeries (N + 1) x = rootSeries N x + halfBinom (N + 1) * x ^ (N + 1) :=
  Finset.sum_range_succ _ _

/-- The coefficients `binom(1/2, k + 1)` alternate in sign, starting positive, and their
magnitude is at least `1 / (2 (k + 1)²)`. -/
theorem halfBinom_alternating (k : ℕ) :
    1 / (2 * ((k : ℝ) + 1) ^ 2) ≤ (-1) ^ k * halfBinom (k + 1) := by
  induction k with
  | zero => norm_num [halfBinom]
  | succ k ih =>
    have hk : (0 : ℝ) ≤ k := Nat.cast_nonneg k
    have e : (-1 : ℝ) ^ (k + 1) * halfBinom (k + 1 + 1)
        = (-1) ^ k * halfBinom (k + 1) * (((k : ℝ) + 1 / 2) / ((k : ℝ) + 2)) := by
      rw [halfBinom_succ (k + 1)]
      push_cast
      rw [show (k : ℝ) + 1 + 1 = k + 2 by ring]
      ring
    rw [e]
    push_cast
    calc 1 / (2 * ((k : ℝ) + 1 + 1) ^ 2)
        ≤ 1 / (2 * ((k : ℝ) + 1) ^ 2) * (((k : ℝ) + 1 / 2) / ((k : ℝ) + 2)) := by
          rw [div_mul_div_comm, div_le_div_iff₀ (by positivity) (by positivity)]
          nlinarith [mul_nonneg hk (by linarith : (0 : ℝ) ≤ k + 2)]
      _ ≤ _ := mul_le_mul_of_nonneg_right ih (by positivity)

lemma abs_halfBinom_le_one (k : ℕ) : |halfBinom k| ≤ 1 := by
  induction k with
  | zero => simp [halfBinom]
  | succ k ih =>
    have hk : (0 : ℝ) ≤ k := Nat.cast_nonneg k
    have h : |(1 / 2 - (k : ℝ)) / ((k : ℝ) + 1)| ≤ 1 := by
      have hp : (0 : ℝ) < k + 1 := by linarith
      rw [abs_div, abs_of_pos hp, div_le_one hp, abs_le]
      constructor <;> linarith
    rw [halfBinom_succ, abs_mul]
    exact mul_le_one₀ ih (abs_nonneg _) h

/-- The truncated kinetic energy is `c²` times the truncated series of `√(1 + (p/c)²)`
without its constant term. -/
theorem truncatedKinetic_eq (c : ℝ) (N : ℕ) (p : ℝ) :
    truncatedKinetic c N p = c ^ 2 * (rootSeries N ((p / c) ^ 2) - 1) := by
  induction N with
  | zero => simp [truncatedKinetic, rootSeries, halfBinom]
  | succ N ih =>
    have h : truncatedKinetic c (N + 1) p = truncatedKinetic c N p
        + c ^ 2 * halfBinom (N + 1) * (p / c) ^ (2 * (N + 1)) :=
      Finset.sum_Icc_succ_top (by omega) _
    rw [h, ih, rootSeries_succ, pow_mul]
    ring

/-- As `x` tends to plus infinity, the truncated series divided by `x ^ N` tends to its last
coefficient, `binom(1/2, N)`. -/
theorem rootSeries_leading (N : ℕ) :
    Tendsto (fun x : ℝ => rootSeries N x / x ^ N) atTop (𝓝 (halfBinom N)) := by
  induction N with
  | zero => simp [rootSeries, halfBinom]
  | succ N ih =>
    have h := (ih.mul tendsto_inv_atTop_zero).add_const (halfBinom (N + 1))
    rw [mul_zero, zero_add] at h
    refine h.congr' ?_
    filter_upwards [eventually_gt_atTop (0 : ℝ)] with x hx
    rw [rootSeries_succ, add_div, mul_div_cancel_right₀ _ (pow_ne_zero _ hx.ne'), pow_succ,
      ← div_div, ← div_eq_mul_inv]

lemma tendsto_sq_div {c : ℝ} (hc : 0 < c) : Tendsto (fun p : ℝ => (p / c) ^ 2) atTop atTop :=
  (tendsto_pow_atTop two_ne_zero).comp (tendsto_id.atTop_div_const hc)

/-- Truncated at odd order, the kinetic energy tends to plus infinity at large momentum. -/
theorem truncatedKinetic_odd {c : ℝ} (hc : 0 < c) {N : ℕ} (hN : Odd N) :
    Tendsto (truncatedKinetic c N) atTop atTop := by
  have hb : 0 < halfBinom N := by
    obtain ⟨m, rfl⟩ := hN
    have h := halfBinom_alternating (2 * m)
    rw [(even_two_mul m).neg_one_pow, one_mul] at h
    exact lt_of_lt_of_le (by positivity) h
  have hS : Tendsto (rootSeries N) atTop atTop := by
    refine ((rootSeries_leading N).pos_mul_atTop hb (tendsto_pow_atTop hN.pos.ne')).congr' ?_
    filter_upwards [eventually_gt_atTop (0 : ℝ)] with x hx
    exact div_mul_cancel₀ _ (pow_ne_zero _ hx.ne')
  have h := tendsto_atTop_add_const_right atTop (-(c ^ 2))
    ((hS.comp (tendsto_sq_div hc)).const_mul_atTop (pow_pos hc 2))
  refine h.congr fun p => ?_
  rw [truncatedKinetic_eq, Function.comp_apply]
  ring

/-- Truncated at nonzero even order, the kinetic energy tends to minus infinity at large
momentum. -/
theorem truncatedKinetic_even {c : ℝ} (hc : 0 < c) {N : ℕ} (hN : Even N) (h0 : N ≠ 0) :
    Tendsto (truncatedKinetic c N) atTop atBot := by
  have hb : halfBinom N < 0 := by
    obtain ⟨k, rfl⟩ : ∃ k, N = k + 1 := ⟨N - 1, by omega⟩
    have hk : Odd k := by
      rw [Nat.even_iff] at hN
      rw [Nat.odd_iff]
      omega
    have h := halfBinom_alternating k
    rw [hk.neg_one_pow] at h
    have hp : 0 < 1 / (2 * ((k : ℝ) + 1) ^ 2) := by positivity
    linarith
  have hS : Tendsto (rootSeries N) atTop atBot := by
    refine ((rootSeries_leading N).neg_mul_atTop hb (tendsto_pow_atTop h0)).congr' ?_
    filter_upwards [eventually_gt_atTop (0 : ℝ)] with x hx
    exact div_mul_cancel₀ _ (pow_ne_zero _ hx.ne')
  have h := tendsto_atBot_add_const_right atTop (-(c ^ 2))
    ((hS.comp (tendsto_sq_div hc)).const_mul_atBot (pow_pos hc 2))
  refine h.congr fun p => ?_
  rw [truncatedKinetic_eq, Function.comp_apply]
  ring

/-- At a fixed momentum with `|p| > c > 0`, the truncated kinetic energies have no limit as the
order grows. -/
theorem truncatedKinetic_diverges {c p : ℝ} (hc : 0 < c) (hp : c < |p|) :
    ¬ ∃ L, Tendsto (fun N => truncatedKinetic c N p) atTop (𝓝 L) := by
  rintro ⟨L, hL⟩
  obtain ⟨x, hxp⟩ : ∃ x, x = (p / c) ^ 2 := ⟨_, rfl⟩
  have hx : 1 < x := by
    rw [hxp, div_pow, one_lt_div (by positivity), ← sq_abs p]
    exact pow_lt_pow_left₀ hp hc.le two_ne_zero
  have hx0 : 0 < x := by linarith
  -- the increments would vanish, although they outgrow `x ^ n / n ^ 2`
  have hd := ((tendsto_add_atTop_iff_nat 1).2 hL).sub hL
  rw [sub_self] at hd
  have hq := (tendsto_add_atTop_iff_nat 1).2 (tendsto_pow_const_div_const_pow_of_one_lt 2 hx)
  have hprod := hd.abs.mul hq
  rw [abs_zero, zero_mul] at hprod
  have hge : c ^ 2 / 2 ≤ 0 := by
    refine ge_of_tendsto' hprod fun N => ?_
    have e : truncatedKinetic c (N + 1) p - truncatedKinetic c N p
        = c ^ 2 * (halfBinom (N + 1) * x ^ (N + 1)) := by
      rw [truncatedKinetic_eq, truncatedKinetic_eq, ← hxp, rootSeries_succ]
      ring
    have hb : 1 / (2 * ((N : ℝ) + 1) ^ 2) ≤ |halfBinom (N + 1)| := by
      refine (halfBinom_alternating N).trans ((le_abs_self _).trans_eq ?_)
      simp [abs_mul]
    rw [e, abs_mul, abs_mul, abs_of_pos (pow_pos hc 2), abs_of_pos (pow_pos hx0 (N + 1))]
    push_cast
    calc c ^ 2 / 2 = c ^ 2 * (1 / (2 * ((N : ℝ) + 1) ^ 2)) * ((N : ℝ) + 1) ^ 2 := by
          field_simp
      _ ≤ c ^ 2 * |halfBinom (N + 1)| * ((N : ℝ) + 1) ^ 2 := by gcongr
      _ = _ := by field_simp
  have := pow_pos hc 2
  linarith

/-- For `x ≠ -1` the truncated series obeys the differential equation `2 (1 + x) S' = S` of
`√(1 + x)` up to the remainder `(2N - 1) binom(1/2, N) x ^ N`. -/
theorem rootSeries_hasDerivAt (N : ℕ) {x : ℝ} (hx : 1 + x ≠ 0) :
    HasDerivAt (rootSeries N)
      ((rootSeries N x + (2 * N - 1) * halfBinom N * x ^ N) / (2 * (1 + x))) x := by
  induction N with
  | zero =>
    have h : rootSeries 0 = fun _ => (1 : ℝ) := by
      funext y
      simp [rootSeries, halfBinom]
    rw [h]
    exact (hasDerivAt_const x (1 : ℝ)).congr_deriv (by simp [halfBinom])
  | succ N ih =>
    have hf : rootSeries (N + 1)
        = fun y => rootSeries N y + halfBinom (N + 1) * y ^ (N + 1) :=
      funext (rootSeries_succ N)
    have hb : ((N : ℝ) + 1) * halfBinom (N + 1) = (1 / 2 - N) * halfBinom N := by
      have : (N : ℝ) + 1 ≠ 0 := by positivity
      rw [halfBinom_succ]
      field_simp
    have h2 : 2 * (1 + x) ≠ 0 := mul_ne_zero two_ne_zero hx
    rw [hf]
    refine (ih.fun_add ((hasDerivAt_pow (N + 1) x).const_mul _)).congr_deriv ?_
    rw [eq_div_iff h2, add_mul, div_mul_cancel₀ _ h2, Nat.add_sub_cancel]
    push_cast
    linear_combination 2 * x ^ N * hb

/-- For `0 ≤ x < 1` the truncated series converge to `√(1 + x)`. -/
theorem rootSeries_tendsto {x : ℝ} (hx0 : 0 ≤ x) (hx1 : x < 1) :
    Tendsto (fun N => rootSeries N x) atTop (𝓝 √(1 + x)) := by
  have hr : √(1 + x) ≠ 0 := (Real.sqrt_pos.2 (by linarith)).ne'
  have hz : ∀ N, rootSeries N 0 = 1 := by
    intro N
    induction N with
    | zero => simp [rootSeries, halfBinom]
    | succ N ih => rw [rootSeries_succ, ih]; simp
  -- mean value inequality for the ratio of truncated and exact root
  have hbound : ∀ N : ℕ, ‖rootSeries N x / √(1 + x) - 1‖ ≤ (2 * N + 1) * x ^ N := by
    intro N
    have hN : (0 : ℝ) ≤ N := Nat.cast_nonneg N
    have hC : 0 ≤ (2 * (N : ℝ) + 1) * x ^ N := by positivity
    have key := Convex.norm_image_sub_le_of_norm_hasDerivWithin_le
      (f := fun t => rootSeries N t / √(1 + t))
      (f' := fun t => (2 * N - 1) * halfBinom N * t ^ N / (2 * √(1 + t) ^ 3))
      (C := (2 * N + 1) * x ^ N) (s := Set.Icc 0 x) (x := 0) (y := x)
      (fun t ht => by
        have ht1 : 0 < 1 + t := by linarith [ht.1]
        have hs := ((hasDerivAt_id' t).const_add 1).sqrt ht1.ne'
        have hne : √(1 + t) ≠ 0 := (Real.sqrt_pos.2 ht1).ne'
        have hsq : √(1 + t) ^ 2 = 1 + t := Real.sq_sqrt ht1.le
        refine (((rootSeries_hasDerivAt N ht1.ne').fun_div hs hne).congr_deriv
          ?_).hasDerivWithinAt
        generalize √(1 + t) = r at hne hsq ⊢
        rw [← hsq]
        field_simp
        ring)
      (fun t ht => by
        have h1 : 1 ≤ √(1 + t) := Real.one_le_sqrt.2 (by linarith [ht.1])
        have h3 : 1 ≤ √(1 + t) ^ 3 := one_le_pow₀ h1
        have hpos : 0 < 2 * √(1 + t) ^ 3 := by linarith
        have ha : |2 * (N : ℝ) - 1| ≤ 2 * N + 1 := by
          rw [abs_le]
          constructor <;> linarith
        have hnum : |(2 * (N : ℝ) - 1) * halfBinom N * t ^ N| ≤ (2 * N + 1) * x ^ N := by
          rw [abs_mul, abs_mul, abs_of_nonneg (pow_nonneg ht.1 N)]
          have hab : |2 * (N : ℝ) - 1| * |halfBinom N| ≤ 2 * N + 1 :=
            (mul_le_of_le_one_right (abs_nonneg _) (abs_halfBinom_le_one N)).trans ha
          exact mul_le_mul hab (pow_le_pow_left₀ ht.1 ht.2 N) (pow_nonneg ht.1 N)
            (by linarith)
        rw [Real.norm_eq_abs, abs_div, abs_of_pos hpos, div_le_iff₀ hpos]
        exact hnum.trans (le_mul_of_one_le_right hC (by linarith)))
      (convex_Icc 0 x) ⟨le_rfl, hx0⟩ ⟨hx0, le_rfl⟩
    simp only [hz, add_zero, Real.sqrt_one, div_one, sub_zero] at key
    refine key.trans (mul_le_of_le_one_right hC ?_)
    rw [Real.norm_eq_abs, abs_of_nonneg hx0]
    exact hx1.le
  have ha : Tendsto (fun N : ℕ => (2 * (N : ℝ) + 1) * x ^ N) atTop (𝓝 0) := by
    have h := ((tendsto_self_mul_const_pow_of_lt_one hx0 hx1).const_mul 2).add
      (tendsto_pow_atTop_nhds_zero_of_lt_one hx0 hx1)
    rw [mul_zero, add_zero] at h
    exact h.congr fun N => by ring
  have h := ((squeeze_zero_norm hbound ha).add_const 1).mul_const √(1 + x)
  rw [zero_add, one_mul] at h
  exact h.congr fun N => by rw [sub_add_cancel, div_mul_cancel₀ _ hr]

/-- At a fixed momentum with `|p| < c`, the truncated kinetic energies converge to the exact
relativistic kinetic energy as the order grows. -/
theorem truncatedKinetic_converges {c p : ℝ} (hp : |p| < c) :
    Tendsto (fun N => truncatedKinetic c N p) atTop (𝓝 (exactKinetic c p)) := by
  have hc : 0 < c := (abs_nonneg p).trans_lt hp
  have hx : (p / c) ^ 2 < 1 := by
    rw [div_pow, div_lt_one (by positivity), ← sq_abs p]
    exact pow_lt_pow_left₀ hp (abs_nonneg p) two_ne_zero
  have e : exactKinetic c p = c ^ 2 * (√(1 + (p / c) ^ 2) - 1) := by
    have h : p ^ 2 * c ^ 2 + c ^ 4 = (c ^ 2) ^ 2 * (1 + (p / c) ^ 2) := by
      field_simp
      ring
    rw [exactKinetic, h, Real.sqrt_mul (sq_nonneg _), Real.sqrt_sq (sq_nonneg c)]
    ring
  rw [e]
  exact (((rootSeries_tendsto (sq_nonneg _) hx).sub_const 1).const_mul (c ^ 2)).congr
    fun N => (truncatedKinetic_eq c N p).symm

end

end FoldyWouthuysenTruncation
```

```lean
#print axioms FoldyWouthuysenTruncation.truncatedKinetic_odd
#print axioms FoldyWouthuysenTruncation.truncatedKinetic_even
#print axioms FoldyWouthuysenTruncation.truncatedKinetic_diverges
#print axioms FoldyWouthuysenTruncation.truncatedKinetic_converges
```

```
'FoldyWouthuysenTruncation.truncatedKinetic_odd' depends on axioms: [propext, Classical.choice, Quot.sound]
'FoldyWouthuysenTruncation.truncatedKinetic_even' depends on axioms: [propext, Classical.choice, Quot.sound]
'FoldyWouthuysenTruncation.truncatedKinetic_diverges' depends on axioms: [propext, Classical.choice, Quot.sound]
'FoldyWouthuysenTruncation.truncatedKinetic_converges' depends on axioms: [propext, Classical.choice, Quot.sound]
```

The induction for the coefficients is `halfBinom_alternating`, where `nlinarith` settles the polynomial inequality. `truncatedKinetic_eq` passes from $T_N$ to $S_N$.

`rootSeries_leading` obtains the large-$x$ limit one order at a time, from $S_{N+1}/x^{N+1}=(S_N/x^N)\,x^{-1}+b_{N+1}$. The odd and even theorems read off the sign of $b_N$, multiply the limit by $x^N\to\infty$, and substitute $x=(p/c)^2$.

In `truncatedKinetic_diverges`, `hd` says that the increments vanish, `hq` that $(N+1)^2/x^{N+1}$ does, and `hprod` that the product does. `ge_of_tendsto'` carries the lower bound $c^2/2$ over to the limit, which gives the impossible `c ^ 2 / 2 ≤ 0`.

`rootSeries_hasDerivAt` proves the differential equation by adding one term at a time instead of comparing coefficients; its `hb` is the recursion. In `rootSeries_tendsto`, the mean value inequality receives the derivative of $R_N$ and then its bound, the latter using `abs_halfBinom_le_one`. The result, `hbound`, is squeezed to zero and multiplied by $\sqrt{1+x}$. `truncatedKinetic_converges` rewrites the limit in terms of $p$ and $c$.

The corresponding series for the relativistic velocity $dT/dp=p/\sqrt{1+(p/c)^2}$ also fails above $|p|=c$, although the velocity itself stays below $c$ in magnitude at every momentum. Differentiating $T_N$ gives $p\sum_{k=1}^N 2kb_k(p/c)^{2(k-1)}$, and the coefficient bound becomes $2k|b_k|\ge1/k$. The terms again grow without bound for $|p|>c$, so this series diverges too.

In a calculation, the trouble at order 2 shows up as soon as the basis reaches high momenta. For a free particle in plane waves, $T_2=p^2/2-p^4/(8c^2)$ is diagonal. It peaks at $p=\sqrt2\,c$ with the value $c^2/2$, returns to zero at $p=2c$ and is negative beyond. Once the basis contains plane waves with $|p|>2c$, the lowest eigenvalue belongs to the fastest of them, and it sinks further as still faster ones are added. First-order perturbation theory avoids this collapse, because the $p^4$ term enters only through its expectation value in a fixed non-relativistic state. A Douglas–Kroll–Hess calculation diagonalises the matrix of $p^2$ in the basis and applies the full square root to its eigenvalues, so this free-particle series is not truncated there.
